# Two Hermitian 2 × 2 matrices with simple spectra can be arbitrarily close while every unit eigenvector of one has squared overlap 1/2 with every unit eigenvector of the other

## Two levels, detuned or coupled

Take two basis states, a real mean energy E and a real energy δ > 0. In the first Hamiltonian the levels are uncoupled and lie δ above and δ below E. In the second they have the same energy E and are coupled with strength δ:

A = [ E+δ, 0 ; 0, E−δ ]

B = [ E, δ ; δ, E ]

Both have the eigenvalues E + δ and E − δ. The eigenvectors of A are the basis states (1, 0) and (0, 1). Those of B are the even mixtures (1, 1)/√2 and (1, −1)/√2. Every overlap between the two sets has modulus 1/√2, whatever the size of δ, while the entries of A − B shrink in proportion to δ.

In this two-level model, a small perturbation can turn localised states into evenly delocalised ones, provided that the level splitting is comparably small.

## The distance between the Hamiltonians

The difference D = A − B is

D = [ δ, −δ ; −δ, −δ ]

It is real and symmetric, so D†D = D². The diagonal entries of D² are δ² + δ² = 2δ², and the off-diagonal ones are −δ² + δ² = 0. Hence ‖Dx‖² = 2δ²‖x‖² for every vector x, and the operator norm is

‖A − B‖ = √2 δ

For a prescribed distance ε > 0, choose δ = ε/√2. The level splitting is then 2δ = √2 ε.

## Why every squared overlap is 1/2

Let u be any unit eigenvector of A, with eigenvalue a and components u₀, u₁:

(E+δ) u₀ = a u₀

(E−δ) u₁ = a u₁

Multiply the first equation by u₁ and the second by u₀, then subtract. This gives 2δ u₀u₁ = 0, so one component vanishes and the other has modulus 1.

Let v be any unit eigenvector of B, with eigenvalue b:

E v₀ + δ v₁ = b v₀

δ v₀ + E v₁ = b v₁

Multiply the second equation by v₀ and the first by v₁, then subtract. This gives δ(v₀² − v₁²) = 0, so |v₀| = |v₁|, and normalisation makes both squares 1/2. Only one term of ⟨u,v⟩ = u₀* v₀ + u₁* v₁ survives, and therefore

|⟨u,v⟩|² = 1/2

## What an energy gap restores

Now let A be Hermitian and B any square matrix of the same finite size, with unit eigenvectors Au = au and Bv = bv for real a and b. Since A is Hermitian and a is real, ⟨u,Av⟩ = a⟨u,v⟩, so

(a − b)⟨u,v⟩ = ⟨u,Av⟩ − ⟨u,Bv⟩ = ⟨u,(A − B)v⟩

By Cauchy–Schwarz and ‖u‖ = ‖v‖ = 1,

|a − b| |⟨u,v⟩| ≤ ‖A − B‖

If ‖A − B‖ is small compared with |a − b|, the states u and v are thus nearly orthogonal. For a = b the bound is empty. The two-level pair attains equality at a = E + δ and b = E − δ, where the left side is 2δ · 1/√2 = √2 δ.

## Near-degeneracies in a numerical diagonalisation

A backward stable eigensolver returns, up to rounding, the eigenvectors of a matrix slightly different from the input. If two levels are split by no more than that difference, the individual vectors may come out mixed. When the pair is well separated from all other levels, the plane it spans remains well determined, so a test should compare the projectors onto that plane and not the single vectors.

## The statement in Lean

`no_gap_free_eigenvector_stability` takes a real `E` and a positive `ε`, and provides matrices `A`, `B` and a common list of energies `e` with mean `E`. The distance is exactly `ε`. Both matrices are chosen after `ε`, so the theorem does not contradict continuity of the eigenvectors at a fixed matrix with a fixed gap.

- `IsUnitEigenvector A a u` says that `u` is normalised and satisfies the eigenvalue equation. The overlap is `star u ⬝ᵥ v`, conjugate-linear in the first state.
- `HasSimpleSpectrum A e` says that the real energies `e`, as many as the dimension, are distinct and that each has a nonzero eigenvector. They are therefore all the eigenvalues, and the claim about all unit eigenvectors concerns states that exist.
- The norm on matrices is the operator norm belonging to the Euclidean norm of states, selected by `Matrix.Norms.L2Operator`.

The counter-example has dimension two; `gap_mul_overlap_le` covers every finite dimension. Unbounded Hamiltonians are not treated.

```lean
import Mathlib

open Matrix
open scoped Matrix.Norms.L2Operator

namespace GapFreeEigenvectorInstability

noncomputable section

/-- The state `u` is normalised and is an eigenvector of `A` with eigenvalue `a`. -/
def IsUnitEigenvector {n : Type*} [Fintype n] (A : Matrix n n ℂ) (a : ℂ) (u : n → ℂ) : Prop :=
  star u ⬝ᵥ u = 1 ∧ A *ᵥ u = a • u

/-- The energies `e`, as many as the dimension, are pairwise distinct eigenvalues of `A`. -/
def HasSimpleSpectrum {n : Type*} [Fintype n] (A : Matrix n n ℂ) (e : n → ℝ) : Prop :=
  Function.Injective e ∧ ∀ i, ∃ u : n → ℂ, u ≠ 0 ∧ A *ᵥ u = (e i : ℂ) • u

/-- Two uncoupled levels at energies `E + δ` and `E - δ`. -/
def detuned (E δ : ℝ) : Matrix (Fin 2) (Fin 2) ℂ :=
  !![(E : ℂ) + δ, 0; 0, (E : ℂ) - δ]

/-- Two levels of equal energy `E`, coupled with strength `δ`. -/
def coupled (E δ : ℝ) : Matrix (Fin 2) (Fin 2) ℂ :=
  !![(E : ℂ), (δ : ℂ); (δ : ℂ), (E : ℂ)]

/-- The pair of energies `E + δ`, `E - δ`. -/
def levels (E δ : ℝ) : Fin 2 → ℝ := ![E + δ, E - δ]

/-- The detuned and the coupled Hamiltonian are Hermitian. -/
theorem isHermitian_pair (E δ : ℝ) :
    (detuned E δ).IsHermitian ∧ (coupled E δ).IsHermitian := by
  constructor
  · unfold Matrix.IsHermitian
    ext i j
    fin_cases i <;> fin_cases j <;> simp [detuned]
  · unfold Matrix.IsHermitian
    ext i j
    fin_cases i <;> fin_cases j <;> simp [coupled]

/-- For `δ ≠ 0` both Hamiltonians have the same simple spectrum `E + δ`, `E - δ`. -/
theorem simpleSpectrum_pair (E : ℝ) {δ : ℝ} (hδ : δ ≠ 0) :
    HasSimpleSpectrum (detuned E δ) (levels E δ) ∧
      HasSimpleSpectrum (coupled E δ) (levels E δ) := by
  have hinj : Function.Injective (levels E δ) := by
    intro i j h
    fin_cases i <;> fin_cases j
    · rfl
    · exact absurd (show E + δ = E - δ from h) (fun h' => hδ (by linarith))
    · exact absurd (show E - δ = E + δ from h) (fun h' => hδ (by linarith))
    · rfl
  refine ⟨⟨hinj, Fin.forall_fin_two.2 ⟨⟨![1, 0], ?_, ?_⟩, ⟨![0, 1], ?_, ?_⟩⟩⟩,
    ⟨hinj, Fin.forall_fin_two.2 ⟨⟨![1, 1], ?_, ?_⟩, ⟨![1, -1], ?_, ?_⟩⟩⟩⟩
  · exact fun h => by simpa using congrFun h 0
  · ext i
    fin_cases i <;> simp [detuned, levels, Matrix.mulVec, dotProduct, Fin.sum_univ_two]
  · exact fun h => by simpa using congrFun h 1
  · ext i
    fin_cases i <;> simp [detuned, levels, Matrix.mulVec, dotProduct, Fin.sum_univ_two]
  · exact fun h => by simpa using congrFun h 0
  · ext i
    fin_cases i <;>
      simp [coupled, levels, Matrix.mulVec, dotProduct, Fin.sum_univ_two]
    ring
  · exact fun h => by simpa using congrFun h 0
  · ext i
    fin_cases i <;>
      simp [coupled, levels, Matrix.mulVec, dotProduct, Fin.sum_univ_two] <;> ring

/-- For `δ ≥ 0` the two Hamiltonians differ by `√2 δ` in operator norm. -/
theorem norm_detuned_sub_coupled (E : ℝ) {δ : ℝ} (hδ : 0 ≤ δ) :
    ‖detuned E δ - coupled E δ‖ = √2 * δ := by
  -- the conjugate transpose of the difference, times the difference, is a multiple of the identity
  have hD : (detuned E δ - coupled E δ)ᴴ * (detuned E δ - coupled E δ)
      = ((2 * δ ^ 2 : ℝ) : ℂ) • (1 : Matrix (Fin 2) (Fin 2) ℂ) := by
    ext i j
    fin_cases i <;> fin_cases j <;>
      simp [detuned, coupled, Matrix.mul_apply, Fin.sum_univ_two] <;> ring
  have h := Matrix.l2_opNorm_conjTranspose_mul_self (detuned E δ - coupled E δ)
  rw [hD, norm_smul, CStarRing.norm_one, Complex.norm_real,
    Real.norm_of_nonneg (by positivity), mul_one] at h
  refine (sq_eq_sq₀ (norm_nonneg _) (by positivity)).1 ?_
  rw [mul_pow, Real.sq_sqrt (by norm_num)]
  linarith

/-- A normalised two-level state has populations that add up to one. -/
theorem populations_add {u : Fin 2 → ℂ} (h : star u ⬝ᵥ u = 1) :
    ‖u 0‖ ^ 2 + ‖u 1‖ ^ 2 = 1 := by
  have h' := congrArg Complex.re h
  simp only [dotProduct, Fin.sum_univ_two, Pi.star_apply, Complex.star_def, Complex.add_re,
    Complex.mul_re, Complex.conj_re, Complex.conj_im, Complex.one_re] at h'
  rw [Complex.sq_norm, Complex.sq_norm, Complex.normSq_apply, Complex.normSq_apply]
  linarith

/-- For `δ ≠ 0` every unit eigenvector of the detuned Hamiltonian has squared overlap `1/2`
with every unit eigenvector of the coupled one. -/
theorem overlap_eq_half {E δ : ℝ} (hδ : δ ≠ 0) {a b : ℂ} {u v : Fin 2 → ℂ}
    (hu : IsUnitEigenvector (detuned E δ) a u) (hv : IsUnitEigenvector (coupled E δ) b v) :
    ‖star u ⬝ᵥ v‖ ^ 2 = 1 / 2 := by
  have hδ' : (δ : ℂ) ≠ 0 := Complex.ofReal_ne_zero.2 hδ
  have h0 : ((E : ℂ) + δ) * u 0 = a * u 0 := by
    simpa [detuned, Matrix.mulVec, dotProduct, Fin.sum_univ_two] using congrFun hu.2 0
  have h1 : ((E : ℂ) - δ) * u 1 = a * u 1 := by
    simpa [detuned, Matrix.mulVec, dotProduct, Fin.sum_univ_two] using congrFun hu.2 1
  have g0 : (E : ℂ) * v 0 + δ * v 1 = b * v 0 := by
    simpa [coupled, Matrix.mulVec, dotProduct, Fin.sum_univ_two] using congrFun hv.2 0
  have g1 : (δ : ℂ) * v 0 + E * v 1 = b * v 1 := by
    simpa [coupled, Matrix.mulVec, dotProduct, Fin.sum_univ_two] using congrFun hv.2 1
  -- `u` sits on a single level
  have hu01 : u 0 * u 1 = 0 := by
    have h : (2 * (δ : ℂ)) * (u 0 * u 1) = 0 := by
      linear_combination u 1 * h0 - u 0 * h1
    exact (mul_eq_zero.1 h).resolve_left (mul_ne_zero two_ne_zero hδ')
  -- `v` is spread evenly over both levels
  have hv01 : v 0 ^ 2 = v 1 ^ 2 := by
    have h : (δ : ℂ) * (v 0 ^ 2 - v 1 ^ 2) = 0 := by
      linear_combination v 0 * g1 - v 1 * g0
    exact sub_eq_zero.1 ((mul_eq_zero.1 h).resolve_left hδ')
  have hvn : ‖v 0‖ ^ 2 = ‖v 1‖ ^ 2 := by rw [← norm_pow, ← norm_pow, hv01]
  have hpu := populations_add hu.1
  have hpv := populations_add hv.1
  have hov : star u ⬝ᵥ v = star (u 0) * v 0 + star (u 1) * v 1 := by
    simp [dotProduct, Fin.sum_univ_two]
  rcases mul_eq_zero.1 hu01 with hz | hz
  · rw [hz, norm_zero] at hpu
    have h : ‖u 1‖ ^ 2 = 1 := by linarith
    rw [hov, hz, star_zero, zero_mul, zero_add, norm_mul, norm_star, mul_pow, h]
    linarith
  · rw [hz, norm_zero] at hpu
    have h : ‖u 0‖ ^ 2 = 1 := by linarith
    rw [hov, hz, star_zero, zero_mul, add_zero, norm_mul, norm_star, mul_pow, h]
    linarith

/-- For every mean energy `E` and every `ε > 0` there are Hermitian 2 by 2 matrices at distance
`ε` in operator norm, with the same simple spectrum of mean `E`, such that all unit eigenvectors
of one have squared overlap `1/2` with all unit eigenvectors of the other. -/
theorem no_gap_free_eigenvector_stability (E : ℝ) {ε : ℝ} (hε : 0 < ε) :
    ∃ (A B : Matrix (Fin 2) (Fin 2) ℂ) (e : Fin 2 → ℝ),
      A.IsHermitian ∧ B.IsHermitian ∧ HasSimpleSpectrum A e ∧ HasSimpleSpectrum B e ∧
      (e 0 + e 1) / 2 = E ∧ ‖A - B‖ = ε ∧
      ∀ (a b : ℂ) (u v : Fin 2 → ℂ), IsUnitEigenvector A a u → IsUnitEigenvector B b v →
        ‖star u ⬝ᵥ v‖ ^ 2 = 1 / 2 := by
  have hs : 0 < √(2 : ℝ) := Real.sqrt_pos.2 (by norm_num)
  have hδ : 0 < ε / √2 := div_pos hε hs
  refine ⟨detuned E (ε / √2), coupled E (ε / √2), levels E (ε / √2),
    (isHermitian_pair _ _).1, (isHermitian_pair _ _).2, (simpleSpectrum_pair E hδ.ne').1,
    (simpleSpectrum_pair E hδ.ne').2, ?_, ?_, fun a b u v hu hv => overlap_eq_half hδ.ne' hu hv⟩
  · change ((E + ε / √2) + (E - ε / √2)) / 2 = E
    ring
  · rw [norm_detuned_sub_coupled E hδ.le]
    exact mul_div_cancel₀ ε hs.ne'

/-- In any finite dimension, let a unit eigenvector of a Hermitian `A` and one of `B` have real
eigenvalues. The modulus of their overlap, times the distance of the eigenvalues, is at most the
operator norm of `A - B`. -/
theorem gap_mul_overlap_le {n : Type*} [Fintype n] [DecidableEq n] {A B : Matrix n n ℂ}
    (hA : A.IsHermitian) {a b : ℝ} {u v : n → ℂ}
    (hu : IsUnitEigenvector A a u) (hv : IsUnitEigenvector B b v) :
    |a - b| * ‖star u ⬝ᵥ v‖ ≤ ‖A - B‖ := by
  have hleft : star u ᵥ* A = (a : ℂ) • star u := by
    have h := Matrix.star_mulVec A u
    rw [hA.eq, hu.2, star_smul] at h
    rw [← h, Complex.star_def, Complex.conj_ofReal]
  -- the eigenvalue equations turn the overlap into a matrix element of `A - B`
  have key : ((a : ℂ) - b) * (star u ⬝ᵥ v) = star u ⬝ᵥ ((A - B) *ᵥ v) := by
    rw [Matrix.sub_mulVec, dotProduct_sub, Matrix.dotProduct_mulVec, hleft, hv.2,
      smul_dotProduct, dotProduct_smul, smul_eq_mul, smul_eq_mul]
    ring
  have hin : ∀ x y : n → ℂ,
      inner ℂ (WithLp.toLp 2 x) (WithLp.toLp 2 y) = star x ⬝ᵥ y := by
    intro x y
    rw [EuclideanSpace.inner_eq_star_dotProduct]
    exact dotProduct_comm _ _
  have hunit : ∀ x : n → ℂ, star x ⬝ᵥ x = 1 → ‖WithLp.toLp 2 x‖ = 1 := by
    intro x hx
    have h : ‖WithLp.toLp 2 x‖ ^ 2 = 1 := by
      rw [norm_sq_eq_re_inner (𝕜 := ℂ), hin, hx]
      simp
    exact (pow_eq_one_iff_of_nonneg (norm_nonneg _) two_ne_zero).1 h
  have hop : ‖WithLp.toLp 2 ((A - B) *ᵥ v)‖ ≤ ‖A - B‖ * ‖WithLp.toLp 2 v‖ :=
    Matrix.l2_opNorm_mulVec (A - B) (WithLp.toLp 2 v)
  have hcs := norm_inner_le_norm (𝕜 := ℂ) (WithLp.toLp 2 u) (WithLp.toLp 2 ((A - B) *ᵥ v))
  rw [hin, hunit u hu.1, one_mul, ← key, norm_mul, ← Complex.ofReal_sub, Complex.norm_real,
    Real.norm_eq_abs] at hcs
  rw [hunit v hv.1, mul_one] at hop
  exact hcs.trans hop

/-- The detuned and the coupled Hamiltonian attain equality in the gap bound, for the upper level
of the first and the lower level of the second. -/
theorem gap_bound_sharp {E δ : ℝ} (hδ : 0 < δ) {u v : Fin 2 → ℂ}
    (hu : IsUnitEigenvector (detuned E δ) ((E + δ : ℝ) : ℂ) u)
    (hv : IsUnitEigenvector (coupled E δ) ((E - δ : ℝ) : ℂ) v) :
    |(E + δ) - (E - δ)| * ‖star u ⬝ᵥ v‖ = ‖detuned E δ - coupled E δ‖ := by
  have h := overlap_eq_half hδ.ne' hu hv
  have hs : √2 = 2 * ‖star u ⬝ᵥ v‖ := by
    refine (sq_eq_sq₀ (Real.sqrt_nonneg _) (by positivity)).1 ?_
    rw [Real.sq_sqrt (by norm_num)]
    linear_combination (-4) * h
  rw [norm_detuned_sub_coupled E hδ.le, hs, show (E + δ) - (E - δ) = 2 * δ by ring,
    abs_of_pos (by positivity)]
  ring

end

end GapFreeEigenvectorInstability
```

```lean
#print axioms GapFreeEigenvectorInstability.no_gap_free_eigenvector_stability
#print axioms GapFreeEigenvectorInstability.gap_mul_overlap_le
#print axioms GapFreeEigenvectorInstability.gap_bound_sharp
```

```
'GapFreeEigenvectorInstability.no_gap_free_eigenvector_stability' depends on axioms: [propext, Classical.choice, Quot.sound]
'GapFreeEigenvectorInstability.gap_mul_overlap_le' depends on axioms: [propext, Classical.choice, Quot.sound]
'GapFreeEigenvectorInstability.gap_bound_sharp' depends on axioms: [propext, Classical.choice, Quot.sound]
```

## How the proof follows the calculation

`isHermitian_pair` compares entries. `simpleSpectrum_pair` separates the two energies using δ ≠ 0 and supplies explicit eigenvectors; for the coupled matrix these are the unnormalised (1, 1) and (1, −1).

In `norm_detuned_sub_coupled`, `hD` is the computation of D†D. The identity ‖D†D‖ = ‖D‖² then gives ‖D‖² = 2δ², and comparing squares of nonnegative numbers gives the norm.

`populations_add` turns normalisation into |u₀|² + |u₁|² = 1. In `overlap_eq_half`, the hypotheses `h0`, `h1`, `g0` and `g1` are the four component equations. The two `linear_combination` steps carry out the multiplications and subtractions above, giving `hu01` and `hv01`. A case distinction on which component of `u` vanishes finishes the overlap. The main theorem inserts δ = ε/√2.

In `gap_mul_overlap_le`, `hleft` lets A act to the left on u, and `key` is the identity for (a − b)⟨u,v⟩. Cauchy–Schwarz enters as `hcs`, and the operator-norm bound on (A − B)v as `hop`. Finally, `gap_bound_sharp` rewrites the squared overlap 1/2 as √2 = 2|⟨u,v⟩| and compares both sides.
